# The gradient of a one-orbital ZORA energy has a density-response term that the ZORA equation lacks

A minimiser that is given twice the ZORA operator applied to the orbital, as the gradient of the ZORA energy, is in general given the wrong vector. It disagrees with finite differences of the energy, and a self-consistent ZORA orbital need not be a stationary point of that energy at fixed norm. The source is the kinetic factor, which depends on the potential and through it on the density; if the factor is built from a fixed model potential instead, the extra term is absent. The problems below compute the effect for one real orbital on finitely many sites, with a symmetric interaction and a total potential below $2c^2$.

## The discretised model

ZORA is the zeroth-order regular approximation to the Dirac equation. Atomic units are used, and $c$ is the speed of light. The sites form a finite set `n`. The orbital is a real vector $x$, not assumed normalised, with density $\rho_i=x_i^2$. The real square matrix $B$ plays the role of the derivative in the momentum operator $-i\,d/dx$, $J$ is the interaction between sites and $v^0$ (`v0`) is the external potential.

```lean
import Mathlib

open Matrix Finset

namespace ZoraEnergyGradient

noncomputable section

variable {n : Type*} [Fintype n]
```

The Hartree potential is $(J\rho)_i=\sum_k J_{ik}x_k^2$.

```lean
/-- The Hartree potential `J ρ` of the density `ρ k = x k ^ 2`. -/
def hartree (J : Matrix n n ℝ) (x : n → ℝ) (i : n) : ℝ := ∑ k, J i k * x k ^ 2
```

The total potential is $v_i=v^0_i+(J\rho)_i$.

```lean
/-- The total potential: external potential plus Hartree potential. -/
def potential (J : Matrix n n ℝ) (v0 x : n → ℝ) (i : n) : ℝ := v0 i + hartree J x i
```

The kinetic factor is $K(v)=c^2/(2c^2-v)$. It tends to the non-relativistic $1/2$ when $c$ grows at fixed $v$.

```lean
/-- The ZORA kinetic factor `c² / (2c² - v)`, for `v ≠ 2c²`. -/
def kinFactor (c v : ℝ) : ℝ := c ^ 2 / (2 * c ^ 2 - v)
```

The energy is
$$E(x)=\sum_i K(v_i)(Bx)_i^2+\sum_i v^0_i\rho_i+\tfrac12\sum_i\rho_i(J\rho)_i .$$

```lean
/-- The ZORA energy: kinetic energy in the total potential, external energy and
Hartree energy. Its domain is `v i ≠ 2c²` for the total potential `v`. -/
def energy (c : ℝ) (B J : Matrix n n ℝ) (v0 x : n → ℝ) : ℝ :=
  ∑ i, kinFactor c (potential J v0 x i) * (B *ᵥ x) i ^ 2
    + ∑ i, v0 i * x i ^ 2 + (∑ i, x i ^ 2 * hartree J x i) / 2
```

The ZORA operator acts as $(Zx)_j=(B^TK(v)Bx)_j+v_jx_j$. In Lean the potential is a separate argument; self-consistency means that `potential J v0 x` is put there, so that $v$ is built from the same $x$.

```lean
/-- The ZORA operator `Bᵀ K(v) B + v` applied to an orbital `x`, for `v i ≠ 2c²`. -/
def zoraOp (c : ℝ) (B : Matrix n n ℝ) (v x : n → ℝ) (j : n) : ℝ :=
  (Bᵀ *ᵥ fun i => kinFactor c (v i) * (B *ᵥ x) i) j + v j * x j
```

The last definition is the response potential
$$R_j=\sum_i J_{ij}\,\frac{c^2(Bx)_i^2}{(2c^2-v_i)^2}.$$

```lean
/-- The response potential, which comes from the dependence of the kinetic factor on the
density. Its domain is `v i ≠ 2c²` for the total potential `v`. -/
def response (c : ℝ) (B J : Matrix n n ℝ) (v0 x : n → ℝ) (j : n) : ℝ :=
  ∑ i, J i j * (c ^ 2 * (B *ᵥ x) i ^ 2 / (2 * c ^ 2 - potential J v0 x i) ^ 2)
```

Two conditions are assumed from (c) on. `J.IsSymm` says that site $i$ acts on site $k$ as $k$ acts on $i$. The bound $v_i<2c^2$ keeps the potential below the gap of twice the electron's rest energy, where $K$ is finite. The model has no spin, no exchange–correlation and no second orbital, and the Hartree term includes the orbital's repulsion with itself. No property of $B$ beyond being a real matrix is used.

## (a) A squared amplitude along a line

Show that for real $a,b$
$$\frac{d}{dt}(a+tb)^2\Big|_{t=0}=2ab .$$

**Solution.** Expand: $(a+tb)^2=a^2+2abt+b^2t^2$. The linear coefficient is $2ab$.

In Lean, `HasDerivAt f f' 0` says that $f$ is differentiable at $0$ with derivative $f'$. The proof uses the power rule instead of the expansion.

```lean
/-- The squared amplitude on a straight line has slope `2ab` at the starting point. -/
theorem hasDerivAt_line_sq (a b : ℝ) :
    HasDerivAt (fun t : ℝ => (a + t * b) ^ 2) (2 * a * b) 0 := by
  have h := (((hasDerivAt_id' (0 : ℝ)).mul_const b).const_add a).fun_pow 2
  exact h.congr_deriv (by norm_num)
```

## (b) The kinetic factor in a varying potential

Let $w(s)$ be differentiable at $t$ with derivative $w'$, and let $w(t)<2c^2$. Show that
$$\frac{d}{ds}K(w(s))\Big|_{s=t}=\frac{c^2}{(2c^2-w(t))^2}\,w' .$$

**Solution.** The numerator $c^2$ is constant and the denominator $2c^2-w$ has derivative $-w'$. The quotient rule gives $-c^2(-w')/(2c^2-w)^2$, which is the claim.

The Lean proof is the same quotient rule; `sub_pos` turns the bound on $w(t)$ into a positive denominator.

```lean
/-- If the potential `w` has derivative `w'` at `t` and `w t < 2c²`, then the kinetic factor has
derivative `c² w' / (2c² - w t)²` at `t`. -/
theorem hasDerivAt_kinFactor {c w' t : ℝ} {w : ℝ → ℝ} (hw : HasDerivAt w w' t)
    (h : w t < 2 * c ^ 2) :
    HasDerivAt (fun s => kinFactor c (w s)) (c ^ 2 / (2 * c ^ 2 - w t) ^ 2 * w') t := by
  have hd := (hasDerivAt_const t (c ^ 2)).fun_div (hw.const_sub (2 * c ^ 2)) (sub_pos.2 h).ne'
  exact hd.congr_deriv (by ring)
```

## (c) The slope of the energy in any direction

Let $J$ be symmetric and $v_i<2c^2$ on every site. Show that for every real vector $y$
$$\frac{d}{dt}E(x+ty)\Big|_{t=0}=2\sum_j y_j\big[(Zx)_j+x_jR_j\big].$$

**Solution.** Write a prime for the derivative at $t=0$. By (a),
$$\rho_i'=2x_iy_i,\qquad \big((Bx)_i^2\big)'=2(Bx)_i(By)_i,\qquad v_i'=(J\rho)_i'=2\sum_kJ_{ik}x_ky_k .$$

With (b), the kinetic energy changes at the rate
$$2\sum_i (By)_iK(v_i)(Bx)_i+2\sum_i\frac{c^2(Bx)_i^2}{(2c^2-v_i)^2}\sum_kJ_{ik}x_ky_k .$$
Moving $B$ across by its transpose turns the first sum into $2\sum_jy_j(B^TK(v)Bx)_j$. Exchanging the order of summation turns the second into $2\sum_k y_kx_kR_k$.

The external energy contributes $2\sum_jy_jv^0_jx_j$. The Hartree energy contributes
$$\sum_i x_iy_i(J\rho)_i+\sum_i x_i^2\sum_kJ_{ik}x_ky_k .$$
Since $J_{ik}=J_{ki}$, the second sum equals the first, and together they give $2\sum_jy_j(J\rho)_jx_j$. With the external part this makes $2\sum_jy_jv_jx_j$, and adding the kinetic part gives the result.

In the Lean proof, `hρ`, `hB`, `hH` and `hK` are the derivatives of the density, of $(Bx)_i^2$, of the Hartree potential and of the kinetic factor. `hA` moves the transpose, `hR` exchanges the sums in the response term and `hS` uses the symmetry of $J$. `h1`, `h2` and `h3` rearrange the kinetic, external and Hartree slopes, and `hZ` splits the target in the same way. `hE` assembles the derivative from the sum and product rules.

```lean
/-- For symmetric `J` and a total potential below `2c²`, the slope of the ZORA energy in any
direction `y` is twice the overlap of `y` with the ZORA operator plus response potential,
applied to `x`. -/
theorem hasDerivAt_energy (c : ℝ) (B J : Matrix n n ℝ) (v0 x y : n → ℝ) (hJ : J.IsSymm)
    (hv : ∀ i, potential J v0 x i < 2 * c ^ 2) :
    HasDerivAt (fun t : ℝ => energy c B J v0 (x + t • y))
      (2 * ∑ j, y j * (zoraOp c B (potential J v0 x) x j + x j * response c B J v0 x j)) 0 := by
  have hρ : ∀ i, HasDerivAt (fun t : ℝ => (x + t • y) i ^ 2) (2 * x i * y i) 0 :=
    fun i => hasDerivAt_line_sq (x i) (y i)
  have hB : ∀ i, HasDerivAt (fun t : ℝ => (B *ᵥ (x + t • y)) i ^ 2)
      (2 * (B *ᵥ x) i * (B *ᵥ y) i) 0 := by
    intro i
    simpa only [Matrix.mulVec_add, Matrix.mulVec_smul, Pi.add_apply, Pi.smul_apply,
      smul_eq_mul] using hasDerivAt_line_sq ((B *ᵥ x) i) ((B *ᵥ y) i)
  have hH : ∀ i, HasDerivAt (fun t : ℝ => hartree J (x + t • y) i)
      (2 * ∑ k, J i k * (x k * y k)) 0 := by
    intro i
    have h := HasDerivAt.fun_sum (u := univ) fun k _ => (hρ k).const_mul (J i k)
    refine HasDerivAt.congr_deriv h ?_
    rw [mul_sum]
    exact sum_congr rfl fun k _ => by ring
  have hK := fun i => hasDerivAt_kinFactor (c := c)
    (w := fun t : ℝ => potential J v0 (x + t • y) i) ((hH i).const_add (v0 i))
    (by simpa only [zero_smul, add_zero] using hv i)
  -- the transpose moves `B` onto the direction `y`
  have hA : ∀ g : n → ℝ, ∑ j, y j * (Bᵀ *ᵥ g) j = ∑ i, (B *ᵥ y) i * g i := by
    intro g
    have h := Matrix.dotProduct_mulVec y Bᵀ g
    rw [Matrix.vecMul_transpose] at h
    exact h
  have hR : ∑ j, y j * (x j * response c B J v0 x j) =
      ∑ i, c ^ 2 * (B *ᵥ x) i ^ 2 / (2 * c ^ 2 - potential J v0 x i) ^ 2 *
        ∑ k, J i k * (x k * y k) := by
    simp only [response, mul_sum]
    rw [sum_comm]
    exact sum_congr rfl fun i _ => sum_congr rfl fun k _ => by ring
  -- symmetry of `J` makes the two halves of the Hartree derivative equal
  have hS : ∑ i, x i ^ 2 * ∑ k, J i k * (x k * y k) = ∑ j, y j * (hartree J x j * x j) := by
    simp only [hartree, mul_sum, sum_mul]
    rw [sum_comm]
    refine sum_congr rfl fun j _ => sum_congr rfl fun i _ => ?_
    rw [hJ.apply j i]
    ring
  have hZ : ∑ j, y j * (zoraOp c B (potential J v0 x) x j + x j * response c B J v0 x j) =
      ∑ i, (B *ᵥ y) i * (kinFactor c (potential J v0 x i) * (B *ᵥ x) i)
        + ∑ j, y j * (v0 j * x j) + ∑ j, y j * (hartree J x j * x j)
        + ∑ j, y j * (x j * response c B J v0 x j) := by
    rw [← hA, ← sum_add_distrib, ← sum_add_distrib, ← sum_add_distrib]
    refine sum_congr rfl fun j _ => ?_
    simp only [zoraOp]
    rw [show potential J v0 x j = v0 j + hartree J x j from rfl]
    ring
  -- the kinetic, external and Hartree parts of the slope
  have h1 : ∑ i, (c ^ 2 / (2 * c ^ 2 - potential J v0 x i) ^ 2 *
        (2 * ∑ k, J i k * (x k * y k)) * (B *ᵥ x) i ^ 2 +
        kinFactor c (potential J v0 x i) * (2 * (B *ᵥ x) i * (B *ᵥ y) i)) =
      2 * ∑ i, c ^ 2 * (B *ᵥ x) i ^ 2 / (2 * c ^ 2 - potential J v0 x i) ^ 2 *
        ∑ k, J i k * (x k * y k)
      + 2 * ∑ i, (B *ᵥ y) i * (kinFactor c (potential J v0 x i) * (B *ᵥ x) i) := by
    rw [mul_sum, mul_sum, ← sum_add_distrib]
    exact sum_congr rfl fun i _ => by ring
  have h2 : ∑ i, v0 i * (2 * x i * y i) = 2 * ∑ j, y j * (v0 j * x j) := by
    rw [mul_sum]
    exact sum_congr rfl fun i _ => by ring
  have h3 : ∑ i, (2 * x i * y i * hartree J x i + x i ^ 2 * (2 * ∑ k, J i k * (x k * y k))) =
      2 * ∑ j, y j * (hartree J x j * x j)
        + 2 * ∑ i, x i ^ 2 * ∑ k, J i k * (x k * y k) := by
    rw [mul_sum, mul_sum, ← sum_add_distrib]
    exact sum_congr rfl fun i _ => by ring
  have hE := ((HasDerivAt.fun_sum (u := univ) fun i _ => (hK i).fun_mul (hB i)).fun_add
    (HasDerivAt.fun_sum (u := univ) fun i _ => (hρ i).const_mul (v0 i))).fun_add
    ((HasDerivAt.fun_sum (u := univ) fun i _ => (hρ i).fun_mul (hH i)).div_const 2)
  refine HasDerivAt.congr_deriv hE ?_
  simp only [zero_smul, add_zero]
  rw [h1, h2, h3, hZ, hR, hS]
  ring
```

## (d) The partial derivative

Under the conditions of (c), show that
$$\frac{\partial E}{\partial x_j}=2(B^TK(v)Bx+vx)_j+2x_j\sum_iJ_{ij}\frac{c^2(Bx)_i^2}{(2c^2-v_i)^2}.$$

**Solution.** Take $y$ in (c) to be the unit vector on site $j$. Only the term with index $j$ survives, and it is $2(Zx)_j+2x_jR_j$.

The unit vector is `Pi.single j 1`, and `simp only` collapses the sum. The ZORA equation $Zx=\varepsilon x$, with orbital energy $\varepsilon$, contains the operator of the first term and nothing of the second. For this finite one-orbital model, the gradient of $E$ therefore contains both terms, whereas a self-consistent-field loop that diagonalises the ZORA operator uses only the first.

```lean
/-- For symmetric `J` and a total potential below `2c²`, the partial derivative of the ZORA
energy in `x j` is twice the ZORA operator term plus `2 x j` times the response potential. -/
theorem partialDeriv_energy [DecidableEq n] (c : ℝ) (B J : Matrix n n ℝ) (v0 x : n → ℝ)
    (hJ : J.IsSymm) (hv : ∀ i, potential J v0 x i < 2 * c ^ 2) (j : n) :
    HasDerivAt (fun t : ℝ => energy c B J v0 (x + t • Pi.single j 1))
      (2 * zoraOp c B (potential J v0 x) x j + 2 * x j * response c B J v0 x j) 0 := by
  refine (hasDerivAt_energy c B J v0 x (Pi.single j 1) hJ hv).congr_deriv ?_
  simp only [Pi.single_apply, ite_mul, one_mul, zero_mul, sum_ite_eq', mem_univ, if_true]
  ring
```

## (e) The slope left over at a ZORA solution

Keep the conditions of (c). Let $x$ solve $(Zx)_j=\varepsilon x_j$ for all $j$, with $v$ built from $x$, and let $\sum_jx_jy_j=0$. Show that
$$\frac{d}{dt}E(x+ty)\Big|_{t=0}=2\sum_jy_jx_jR_j .$$

**Solution.** Insert the equation into (c). The operator part becomes $2\varepsilon\sum_jx_jy_j=0$, and the response part remains.

Orthogonality means that the norm is unchanged to first order, because $|x+ty|^2=|x|^2+t^2|y|^2$. In Lean, `hx` is the orbital equation and `hy` the orthogonality. That $x$ is a solution is a hypothesis; the theorem does not construct one.

```lean
/-- Let `J` be symmetric, the total potential below `2c²`, and `x` a solution of the
self-consistent ZORA equation. In a direction `y` orthogonal to `x`, the slope of the energy
is twice the matrix element of the response potential between `y` and `x`. -/
theorem slope_at_zora_solution (c ε : ℝ) (B J : Matrix n n ℝ) (v0 x y : n → ℝ)
    (hJ : J.IsSymm) (hv : ∀ i, potential J v0 x i < 2 * c ^ 2)
    (hx : ∀ j, zoraOp c B (potential J v0 x) x j = ε * x j) (hy : ∑ j, x j * y j = 0) :
    HasDerivAt (fun t : ℝ => energy c B J v0 (x + t • y))
      (2 * ∑ j, y j * (x j * response c B J v0 x j)) 0 := by
  refine (hasDerivAt_energy c B J v0 x y hJ hv).congr_deriv ?_
  have h : ∑ j, y j * (zoraOp c B (potential J v0 x) x j + x j * response c B J v0 x j) =
      ε * ∑ j, x j * y j + ∑ j, y j * (x j * response c B J v0 x j) := by
    rw [mul_sum, ← sum_add_distrib]
    refine sum_congr rfl fun j _ => ?_
    rw [hx j]
    ring
  rw [h, hy, mul_zero, zero_add]
```

## (f) A ZORA solution that is not stationary

The slope in (e) vanishes if $R$ is constant, so an example needs an $R$ that varies. Take sites $0$ and $1$, $c=1$, $J$ the identity, $v^0=(-1,-1)$, $x=(1,-1)$, $y=(1,1)$ and
$$B=\begin{pmatrix}1&-1\\0&0\end{pmatrix}.$$
Show that $v_i<2c^2$, that $x\perp y$, and that
$$Zx=1\cdot x,\qquad \frac{d}{dt}E(x+ty)\Big|_{t=0}=2 .$$

**Solution.** The density is $(1,1)$, so $v=(0,0)$, which lies below $2$, and $K=1/2$ on both sites. Also $x\cdot y=1-1=0$. Next, $Bx=(2,0)$, hence $K(v)Bx=(1,0)$ and $Zx=B^T(1,0)=(1,-1)=x$. The response potential is $R_0=4/4=1$ and $R_1=0$, so (e) gives the slope $2(1\cdot1\cdot1+0)=2$.

Here $|x|^2=2$. For the normalised orbital $(1,-1)/\sqrt2$, doubling $J$ restores the same potential and the same orbital energy $1$; the slope along the unit vector $(1,1)/\sqrt2$ is then $1$. The value $c=1$ keeps the arithmetic short and is not the physical speed of light in atomic units. For any $c>0$ the orbital $x=(1,-1)$ of the example still solves the equation with orbital energy $1$, and the slope along $(1,1)$ is $2/c^2$, which is small for large $c$ but not zero. With $v$ built from $x$, the example also has $Zy=0$, so $x$ is the upper of the two orbitals of its ZORA operator. The slope does not depend on that: if the second row of $B$ is changed to $(2,2)$, so that $B$ is no longer a pure difference, then $Bx$, $Zx$ and the slope stay the same, while $Zy=4y$ makes $x$ the lowest orbital.

The four statements joined by `∧` are the bound, the orbital equation, the orthogonality and the slope. `hp` computes the zero potential, `fin_cases` goes through the two sites, and the slope comes from `hasDerivAt_energy` with the numbers inserted.

```lean
/-- A two-site model with on-site repulsion and `c = 1`: the orbital `(1, -1)` solves the
self-consistent ZORA equation, yet the energy has slope `2` in the orthogonal direction
`(1, 1)`. -/
theorem zora_solution_not_stationary :
    (∀ i, potential !![1, 0; 0, 1] ![-1, -1] ![1, -1] i < 2 * (1 : ℝ) ^ 2) ∧
    (∀ j, zoraOp 1 !![1, -1; 0, 0] (potential !![1, 0; 0, 1] ![-1, -1] ![1, -1]) ![1, -1] j
      = 1 * (![1, -1] : Fin 2 → ℝ) j) ∧
    (∑ j, (![1, -1] : Fin 2 → ℝ) j * (![1, 1] : Fin 2 → ℝ) j = 0) ∧
    HasDerivAt (fun t : ℝ => energy 1 !![1, -1; 0, 0] !![1, 0; 0, 1] ![-1, -1]
      (![1, -1] + t • ![1, 1])) 2 0 := by
  have hp : ∀ i, potential !![1, 0; 0, 1] ![-1, -1] ![1, -1] i = 0 := by
    intro i
    fin_cases i <;> simp [potential, hartree, Fin.sum_univ_two]
  have hv : ∀ i, potential !![1, 0; 0, 1] ![-1, -1] ![1, -1] i < 2 * (1 : ℝ) ^ 2 := by
    intro i
    rw [hp i]
    norm_num
  have hJ : (!![1, 0; 0, 1] : Matrix (Fin 2) (Fin 2) ℝ).IsSymm :=
    Matrix.IsSymm.ext (by intro i j; fin_cases i <;> fin_cases j <;> simp)
  refine ⟨hv, ?_, by simp [Fin.sum_univ_two], ?_⟩
  · intro j
    simp only [zoraOp, hp, kinFactor]
    fin_cases j <;> norm_num [Matrix.mulVec, dotProduct, Fin.sum_univ_two]
  · refine (hasDerivAt_energy 1 _ _ _ _ _ hJ hv).congr_deriv ?_
    simp only [zoraOp, response, hp, kinFactor]
    norm_num [Matrix.mulVec, dotProduct, Fin.sum_univ_two]

end

end ZoraEnergyGradient
```

```lean
#print axioms ZoraEnergyGradient.partialDeriv_energy
#print axioms ZoraEnergyGradient.slope_at_zora_solution
#print axioms ZoraEnergyGradient.zora_solution_not_stationary
```

```
'ZoraEnergyGradient.partialDeriv_energy' depends on axioms: [propext, Classical.choice, Quot.sound]
'ZoraEnergyGradient.slope_at_zora_solution' depends on axioms: [propext, Classical.choice, Quot.sound]
'ZoraEnergyGradient.zora_solution_not_stationary' depends on axioms: [propext, Classical.choice, Quot.sound]
```
